# Energies of a nearest-neighbour ring with unitary links, from its holonomy

An electron with d internal states hops around a ring of N sites, and each hop rotates its internal state by a unitary matrix; since these matrices need not commute, their product around the ring must be given an order and a starting site. We start at site 0 and write

W = U_0 U_1 ⋯ U_(N-1)

for this holonomy, or Wilson loop. The link U_j carries the state at site j+1 to site j, and ᴴ is the conjugate transpose, usually written †. For N ≥ 1 the Hamiltonian is

(Hψ)(j) = U_j ψ(j+1) + U_(j-1)ᴴ ψ(j-1).

E is an eigenvalue of H if and only if E = z + 1/z for some z with |z| = 1 and z^N an eigenvalue of W.

Unitarity means that every bond has the same hopping strength, taken as the unit of energy, for every internal state. H has no on-site term: all sites and internal states have the same on-site energy, taken as zero. Whether a real ring meets these conditions must be settled separately. For non-interacting electrons on such a finite ring, the set of one-electron energies follows from a d × d matrix instead of an Nd × Nd one.

## From one-way hopping to the energies

If Wv = μv with v ≠ 0, then ‖v‖² = ‖Wv‖² = |μ|²‖v‖², so |μ| = 1.

Let (Tψ)(j) = U_j ψ(j+1) and P_k = U_0 ⋯ U_(k-1), with P_0 = 1. If Tψ = zψ, induction gives

P_(k+1) ψ(k+1) = P_k U_k ψ(k+1) = z P_k ψ(k) = z^(k+1) ψ(0).

At k+1 = N this reads Wψ(0) = z^N ψ(0). Here ψ(0) ≠ 0, since otherwise the invertible P_k would force every ψ(k) to vanish.

Conversely, let Wv = z^N v with v ≠ 0, and set f(k) = z^k P_kᴴ v. Then

f(k+1) = z U_kᴴ f(k), f(N) = Wᴴ(z^N v) = WᴴWv = v = f(0).

The links repeat after N steps, so f does too. It defines a state on the ring with U_k f(k+1) = z f(k), nonzero because f(0) = v. Thus z is an eigenvalue of T exactly when z^N is one of W, and then |z|^N = 1 gives |z| = 1. Dividing f by √N ‖v‖ normalises it.

Unitarity gives (T⁻¹ψ)(j) = U_(j-1)ᴴ ψ(j-1), so H = T + T⁻¹. Given Hψ = Eψ with ψ ≠ 0, choose a root z of z² − Ez + 1 = 0; it is nonzero, and E = z + 1/z. Applying T gives

T²ψ + ψ = E Tψ, or (T − z)(T − 1/z)ψ = 0.

If Tψ = ψ/z, then 1/z is an eigenvalue of T and gives the same E. Otherwise Tψ − ψ/z is an eigenvector of T with eigenvalue z. Conversely, Tψ = zψ gives T⁻¹ψ = ψ/z and Hψ = (z + 1/z)ψ.

With z = exp(iθ), E = 2 cos θ. For d = 1 and W = exp(iα), this gives the energies of a ring with Peierls phases, E = 2 cos((α + 2πm)/N), with m an integer.

## States, links and ordered transport

In Lean 4 with Mathlib:

```lean
import Mathlib

open Matrix
open scoped ComplexOrder

namespace NonabelianRing

noncomputable section

variable {N : ℕ} {n : Type*} [Fintype n] [DecidableEq n]
```

The finite type `n` labels the internal states, and indices in `ZMod N` close the ring. An eigenvalue requires a nonzero vector; multiplicities are not counted.

```lean
/-- `E` is an eigenvalue of the map `A`: some nonzero vector is multiplied by `E`. -/
def IsEigenvalue {V : Type*} [AddCommGroup V] [Module ℂ V] (A : V → V) (E : ℂ) : Prop :=
  ∃ ψ : V, ψ ≠ 0 ∧ A ψ = E • ψ
```

`hop` is T and `ringH` is H. At N = 1 both neighbours are the site itself, and H = U_0 + U_0ᴴ. At N = 2 the two sites are joined by two bonds, and the hopping from site 1 to site 0 is the sum U_0 + U_1ᴴ.

```lean
/-- The one-way hop `(T ψ)(j) = U_j ψ(j+1)` on the ring. -/
def hop (U : ZMod N → Matrix n n ℂ) (ψ : ZMod N → n → ℂ) : ZMod N → n → ℂ :=
  fun j => U j *ᵥ ψ (j + 1)

/-- The ring Hamiltonian `(H ψ)(j) = U_j ψ(j+1) + U_(j-1)ᴴ ψ(j-1)`. -/
def ringH (U : ZMod N → Matrix n n ℂ) (ψ : ZMod N → n → ℂ) : ZMod N → n → ℂ :=
  fun j => U j *ᵥ ψ (j + 1) + (U (j - 1))ᴴ *ᵥ ψ (j - 1)
```

`transport U k` is P_k, with each new link multiplied on the right.

```lean
/-- The ordered product `U_0 U_1 ⋯ U_(k-1)` of the first `k` links. -/
def transport (U : ZMod N → Matrix n n ℂ) : ℕ → Matrix n n ℂ
  | 0 => 1
  | k + 1 => transport U k * U (k : ZMod N)

/-- The holonomy `U_0 U_1 ⋯ U_(N-1)` of the ring. -/
def holonomy (U : ZMod N → Matrix n n ℂ) : Matrix n n ℂ := transport U N
```

A change of local basis ψ(j) → G_j ψ(j), with every G_j unitary, changes the links as follows.

```lean
/-- The links after a change of local basis: `U_j` becomes `G_j U_j G_(j+1)ᴴ`. -/
def gaugeLinks (G U : ZMod N → Matrix n n ℂ) : ZMod N → Matrix n n ℂ :=
  fun j => G j * U j * (G (j + 1))ᴴ
```

## Closing the transported state

The first two lemmas show that P_k is unitary and that its eigenvalues have modulus one; the second compares the norms of v and Wv.

```lean
/-- A product of unitary links is unitary. -/
theorem transport_unitary {U : ZMod N → Matrix n n ℂ}
    (hU : ∀ j, U j ∈ unitaryGroup n ℂ) (k : ℕ) : transport U k ∈ unitaryGroup n ℂ := by
  induction k with
  | zero =>
    change (1 : Matrix n n ℂ) ∈ unitaryGroup n ℂ
    exact one_mem _
  | succ k ih => exact mul_mem ih (hU _)

/-- Every eigenvalue of a unitary matrix has modulus one. -/
theorem norm_eigenvalue {W : Matrix n n ℂ} (hW : W ∈ unitaryGroup n ℂ) {μ : ℂ}
    (h : IsEigenvalue W.mulVec μ) : ‖μ‖ = 1 := by
  obtain ⟨v, hv, hμ⟩ := h
  have h2 : Wᴴ * W = 1 := mem_unitaryGroup_iff'.mp hW
  -- a unitary matrix preserves the norm of the eigenvector
  have h : star (W *ᵥ v) ⬝ᵥ (W *ᵥ v) = star v ⬝ᵥ v := by
    rw [star_mulVec, dotProduct_mulVec, vecMul_vecMul, h2, vecMul_one]
  rw [hμ, star_smul, smul_dotProduct, dotProduct_smul, smul_eq_mul, smul_eq_mul] at h
  have hs : star v ⬝ᵥ v ≠ 0 := fun h0 => hv (dotProduct_star_self_eq_zero.mp h0)
  have h1 : star μ * μ = 1 := mul_right_cancel₀ hs (by linear_combination h)
  have h3 : ‖μ‖ * ‖μ‖ = 1 := by
    have h4 := congrArg norm h1
    rwa [norm_mul, norm_star, norm_one] at h4
  exact (mul_self_eq_one_iff.mp h3).resolve_right
    (fun h5 => by linarith [norm_nonneg μ])
```

In the next theorem `P` is the transport induction and `hrec` the recursion for f. The assumption `NeZero N` says N ≥ 1.

The central device is `Function.Periodic`. The continuation f lives on ℕ, where induction is available, while the state must live on `ZMod N`. The representative `ZMod.val` of m is m mod N, and `hper.map_mod_nat` says that f(m mod N) = f(m). The resulting `hval` lets the recursion hold across the bond from site N−1 to site 0 without a separate case.

```lean
/-- For unitary links on a ring of `N ≥ 1` sites, `z` is an eigenvalue of the one-way hop
if and only if `z ^ N` is an eigenvalue of the holonomy. -/
theorem hop_eigenvalue_iff [NeZero N] {U : ZMod N → Matrix n n ℂ}
    (hU : ∀ j, U j ∈ unitaryGroup n ℂ) (z : ℂ) :
    IsEigenvalue (hop U) z ↔ IsEigenvalue (holonomy U).mulVec (z ^ N) := by
  have hT : ∀ k, (transport U k)ᴴ * transport U k = 1 :=
    fun k => mem_unitaryGroup_iff'.mp (transport_unitary hU k)
  constructor
  · rintro ⟨ψ, hψ0, hψ⟩
    -- transport over k links multiplies the amplitude at site 0 by z ^ k
    have P : ∀ k : ℕ, transport U k *ᵥ ψ (k : ZMod N) = z ^ k • ψ 0 := by
      intro k
      induction k with
      | zero => simp [transport]
      | succ k ih =>
        have h : U (k : ZMod N) *ᵥ ψ ((k : ZMod N) + 1) = z • ψ (k : ZMod N) :=
          congrFun hψ (k : ZMod N)
        rw [transport, ← mulVec_mulVec, Nat.cast_add, Nat.cast_one, h, mulVec_smul, ih,
          smul_smul, pow_succ']
    refine ⟨ψ 0, fun h0 => hψ0 ?_, ?_⟩
    · funext j
      have h := P j.val
      rw [ZMod.natCast_zmod_val, h0, smul_zero] at h
      have h' : ψ j = 0 := by
        rw [← one_mulVec (ψ j), ← hT j.val, ← mulVec_mulVec, h, mulVec_zero]
      exact h'
    · have h := P N
      rw [ZMod.natCast_self] at h
      exact h
  · rintro ⟨v, hv, hW⟩
    -- continue v along the ring, one link at a time
    obtain ⟨f, hf⟩ : ∃ f : ℕ → n → ℂ, ∀ k, f k = z ^ k • ((transport U k)ᴴ *ᵥ v) :=
      ⟨_, fun _ => rfl⟩
    have hf0 : f 0 = v := by simp [hf, transport]
    have hfN : f N = v := by
      have hW' : transport U N *ᵥ v = z ^ N • v := hW
      rw [hf, ← mulVec_smul, ← hW', mulVec_mulVec, hT, one_mulVec]
    have hrec : ∀ k : ℕ, f (k + 1) = z • ((U (k : ZMod N))ᴴ *ᵥ f k) := by
      intro k
      rw [hf, hf, transport, conjTranspose_mul, ← mulVec_mulVec, mulVec_smul, smul_smul,
        pow_succ']
    -- the holonomy condition closes the continuation
    have hper : Function.Periodic f N := by
      intro k
      induction k with
      | zero => rw [zero_add, hfN, hf0]
      | succ k ih =>
        have hc : ((k + N : ℕ) : ZMod N) = (k : ZMod N) := by simp
        rw [show k + 1 + N = (k + N) + 1 by omega, hrec (k + N), hrec k, ih, hc]
    have hval : ∀ m : ℕ, f (m : ZMod N).val = f m := by
      intro m
      rw [ZMod.val_natCast]
      exact hper.map_mod_nat m
    refine ⟨fun j => f j.val, fun h => hv ?_, ?_⟩
    · have h0 := congrFun h ((0 : ℕ) : ZMod N)
      exact hf0.symm.trans ((hval 0).symm.trans h0)
    · funext j
      obtain ⟨m, rfl⟩ : ∃ m : ℕ, (m : ZMod N) = j := ⟨j.val, ZMod.natCast_zmod_val j⟩
      change U (m : ZMod N) *ᵥ f ((m : ZMod N) + 1).val = z • f (m : ZMod N).val
      have h1 : U (m : ZMod N) * (U (m : ZMod N))ᴴ = 1 := mem_unitaryGroup_iff.mp (hU _)
      have hm : (m : ZMod N) + 1 = ((m + 1 : ℕ) : ZMod N) := by simp
      rw [hm, hval (m + 1), hval m, hrec m, mulVec_smul, mulVec_mulVec, h1, one_mulVec]
```

## Energies from the holonomy

Here `key` is T²ψ + ψ = E Tψ, and `by_cases` separates the two alternatives for Tψ. The root z comes from a complex square root of E² − 4.

```lean
/-- For unitary links on a ring of `N ≥ 1` sites, `E` is an eigenvalue of the ring Hamiltonian if
and only if `E = z + 1/z` for some unimodular eigenvalue `z` of the one-way hop. -/
theorem ringH_eigenvalue_iff_hop [NeZero N] {U : ZMod N → Matrix n n ℂ}
    (hU : ∀ j, U j ∈ unitaryGroup n ℂ) (E : ℂ) :
    IsEigenvalue (ringH U) E ↔ ∃ z : ℂ, ‖z‖ = 1 ∧ E = z + 1 / z ∧ IsEigenvalue (hop U) z := by
  have hnorm : ∀ z, IsEigenvalue (hop U) z → ‖z‖ = 1 := by
    intro z h
    have h1 := norm_eigenvalue (transport_unitary hU N) ((hop_eigenvalue_iff hU z).mp h)
    rw [norm_pow] at h1
    exact (pow_eq_one_iff_of_nonneg (norm_nonneg z) (NeZero.ne N)).mp h1
  constructor
  · rintro ⟨ψ, hψ0, hψ⟩
    -- solve E = z + 1/z
    obtain ⟨z, hz, hE⟩ : ∃ z : ℂ, z ≠ 0 ∧ E = z + z⁻¹ := by
      obtain ⟨s, hs⟩ := IsAlgClosed.exists_pow_nat_eq (E ^ 2 - 4) (n := 2) two_pos
      have hp : (E + s) / 2 * ((E - s) / 2) = 1 := by linear_combination (-1 / 4) * hs
      refine ⟨(E + s) / 2, left_ne_zero_of_mul_eq_one hp, ?_⟩
      rw [inv_eq_of_mul_eq_one_right hp]
      ring
    -- the eigenvalue equation multiplied by the hop: T² ψ + ψ = E T ψ
    have key : ∀ j, U j *ᵥ (U (j + 1) *ᵥ ψ (j + 1 + 1)) + ψ j = E • (U j *ᵥ ψ (j + 1)) := by
      intro j
      have h := congrFun hψ (j + 1)
      change U (j + 1) *ᵥ ψ (j + 1 + 1) + (U (j + 1 - 1))ᴴ *ᵥ ψ (j + 1 - 1)
        = E • ψ (j + 1) at h
      rw [add_sub_cancel_right] at h
      have h1 : U j * (U j)ᴴ = 1 := mem_unitaryGroup_iff.mp (hU j)
      have hu : U j *ᵥ ((U j)ᴴ *ᵥ ψ j) = ψ j := by rw [mulVec_mulVec, h1, one_mulVec]
      rw [← mulVec_smul, ← h, mulVec_add, hu]
    by_cases hφ : hop U ψ = z⁻¹ • ψ
    · have h : IsEigenvalue (hop U) z⁻¹ := ⟨ψ, hψ0, hφ⟩
      exact ⟨z⁻¹, hnorm _ h, by rw [hE, one_div, inv_inv, add_comm], h⟩
    · have h : IsEigenvalue (hop U) z := by
        refine ⟨hop U ψ - z⁻¹ • ψ, sub_ne_zero.mpr hφ, ?_⟩
        funext j
        change U j *ᵥ (U (j + 1) *ᵥ ψ (j + 1 + 1) - z⁻¹ • ψ (j + 1))
          = z • (U j *ᵥ ψ (j + 1) - z⁻¹ • ψ j)
        rw [mulVec_sub, mulVec_smul, eq_sub_of_add_eq (key j), hE, smul_sub, smul_smul,
          mul_inv_cancel₀ hz, one_smul]
        module
      exact ⟨z, hnorm _ h, by rw [hE, one_div], h⟩
  · rintro ⟨z, hz1, hE, ψ, hψ0, hψ⟩
    have hz : z ≠ 0 := by
      rintro rfl
      simp at hz1
    refine ⟨ψ, hψ0, ?_⟩
    funext j
    have ha : U j *ᵥ ψ (j + 1) = z • ψ j := congrFun hψ j
    -- the backward hop acts as 1/z
    have hb : ψ j = z • ((U (j - 1))ᴴ *ᵥ ψ (j - 1)) := by
      have h : U (j - 1) *ᵥ ψ (j - 1 + 1) = z • ψ (j - 1) := congrFun hψ (j - 1)
      have h2 : (U (j - 1))ᴴ * U (j - 1) = 1 := mem_unitaryGroup_iff'.mp (hU _)
      rw [sub_add_cancel] at h
      rw [← mulVec_smul, ← h, mulVec_mulVec, h2, one_mulVec]
    have hc : (U (j - 1))ᴴ *ᵥ ψ (j - 1) = (1 / z) • ψ j := by
      rw [hb, smul_smul, one_div_mul_cancel hz, one_smul]
    change U j *ᵥ ψ (j + 1) + (U (j - 1))ᴴ *ᵥ ψ (j - 1) = E • ψ j
    rw [ha, hc, hE, add_smul]
```

Combining the two equivalences gives the main theorem.

```lean
/-- For unitary links on a ring of `N ≥ 1` sites, `E` is an eigenvalue of the Hamiltonian if
and only if `E = z + 1/z` for a unimodular `z` with `z ^ N` an eigenvalue of the holonomy. -/
theorem ringH_eigenvalue_iff [NeZero N] {U : ZMod N → Matrix n n ℂ}
    (hU : ∀ j, U j ∈ unitaryGroup n ℂ) (E : ℂ) :
    IsEigenvalue (ringH U) E ↔
      ∃ z : ℂ, ‖z‖ = 1 ∧ E = z + 1 / z ∧ IsEigenvalue (holonomy U).mulVec (z ^ N) := by
  simp only [ringH_eigenvalue_iff_hop hU, hop_eigenvalue_iff hU]
```

For the cosine form, θ is the argument of z.

```lean
/-- For unitary links on a ring of `N ≥ 1` sites, the energies are the numbers `2 cos θ`
with `θ` real and `exp (i N θ)` an eigenvalue of the holonomy. -/
theorem ringH_eigenvalue_iff_cos [NeZero N] {U : ZMod N → Matrix n n ℂ}
    (hU : ∀ j, U j ∈ unitaryGroup n ℂ) (E : ℂ) :
    IsEigenvalue (ringH U) E ↔ ∃ θ : ℝ, E = ((2 * Real.cos θ : ℝ) : ℂ) ∧
      IsEigenvalue (holonomy U).mulVec (Complex.exp (N * (θ * Complex.I))) := by
  have key : ∀ θ : ℝ, Complex.exp (θ * Complex.I) + 1 / Complex.exp (θ * Complex.I)
      = ((2 * Real.cos θ : ℝ) : ℂ) := by
    intro θ
    rw [one_div, ← Complex.exp_neg, ← neg_mul]
    push_cast
    rw [Complex.cos]
    ring
  rw [ringH_eigenvalue_iff hU]
  constructor
  · rintro ⟨z, hz, hE, h⟩
    have hθ : Complex.exp (z.arg * Complex.I) = z := by
      have h1 := Complex.norm_mul_exp_arg_mul_I z
      rwa [hz, Complex.ofReal_one, one_mul] at h1
    refine ⟨z.arg, ?_, ?_⟩
    · rw [← key, hθ]
      exact hE
    · rw [Complex.exp_nat_mul, hθ]
      exact h
  · rintro ⟨θ, hE, h⟩
    refine ⟨Complex.exp (θ * Complex.I), Complex.norm_exp_ofReal_mul_I θ, ?_, ?_⟩
    · rw [key]
      exact hE
    · rw [← Complex.exp_nat_mul]
      exact h
```

## Changing the local basis

In H, the factors G_(j±1)ᴴ G_(j±1) cancel, leaving G_j in front of both terms. The theorem assumes unitary G_j but places no condition on the links.

```lean
/-- Gauge covariance: for unitary `G_j`, the Hamiltonian with transformed links maps the
transformed state `G_j ψ(j)` to the transform of `H ψ`. -/
theorem ringH_gauge {G : ZMod N → Matrix n n ℂ} (hG : ∀ j, G j ∈ unitaryGroup n ℂ)
    (U : ZMod N → Matrix n n ℂ) (ψ : ZMod N → n → ℂ) :
    ringH (gaugeLinks G U) (fun j => G j *ᵥ ψ j) = fun j => G j *ᵥ ringH U ψ j := by
  have h2 : ∀ j, (G j)ᴴ * G j = 1 := fun j => mem_unitaryGroup_iff'.mp (hG j)
  funext j
  simp only [ringH, gaugeLinks, conjTranspose_mul, conjTranspose_conjTranspose,
    sub_add_cancel, mulVec_add, mulVec_mulVec, Matrix.mul_assoc, h2, Matrix.mul_one]
```

In the ordered product the interior gauge matrices cancel in pairs. The two ends meet at site 0, so W becomes G_0 W G_0ᴴ, which has the same eigenvalues.

```lean
/-- Under a unitary gauge change the holonomy is conjugated by the gauge matrix at site 0. -/
theorem holonomy_gauge {G : ZMod N → Matrix n n ℂ} (hG : ∀ j, G j ∈ unitaryGroup n ℂ)
    (U : ZMod N → Matrix n n ℂ) :
    holonomy (gaugeLinks G U) = G 0 * holonomy U * (G 0)ᴴ := by
  have h1 : G 0 * (G 0)ᴴ = 1 := mem_unitaryGroup_iff.mp (hG 0)
  -- the gauge matrices at interior sites cancel in pairs
  have h : ∀ k : ℕ, transport (gaugeLinks G U) k
      = G 0 * transport U k * (G (k : ZMod N))ᴴ := by
    intro k
    induction k with
    | zero => simp [transport, h1]
    | succ k ih =>
      have h2 : (G (k : ZMod N))ᴴ * G (k : ZMod N) = 1 := mem_unitaryGroup_iff'.mp (hG _)
      have hc : ∀ X : Matrix n n ℂ, (G (k : ZMod N))ᴴ * (G (k : ZMod N) * X) = X := by
        intro X
        rw [← Matrix.mul_assoc, h2, Matrix.one_mul]
      simp only [transport, ih, gaugeLinks, Nat.cast_add, Nat.cast_one, Matrix.mul_assoc, hc]
  have hN := h N
  rw [ZMod.natCast_self] at hN
  exact hN

end

end NonabelianRing
```

```lean
#print axioms NonabelianRing.ringH_eigenvalue_iff_cos
#print axioms NonabelianRing.ringH_gauge
#print axioms NonabelianRing.holonomy_gauge
```

```
'NonabelianRing.ringH_eigenvalue_iff_cos' depends on axioms: [propext, Classical.choice, Quot.sound]
'NonabelianRing.ringH_gauge' depends on axioms: [propext, Classical.choice, Quot.sound]
'NonabelianRing.holonomy_gauge' depends on axioms: [propext, Classical.choice, Quot.sound]
```
